# Second-order Rayleigh–Schrödinger energies of non-interacting fragments add

Suppose a method gave two non-interacting fragments an energy different from the sum of their separate energies. A dissociation curve would then level off at the wrong height, and a binding energy taken as pair minus fragments would contain an error that has nothing to do with binding. Second-order Rayleigh–Schrödinger theory is free of this error for non-interacting fragments with finitely many states, strictly lowest reference levels and Hermitian perturbations, provided that the zeroth-order Hamiltonian and the perturbation of the pair are each the sum of those of the fragments. Second-order Brillouin–Wigner theory is not, as part (h) shows on a small example.

## Levels, couplings and the first-order equation

```lean
import Mathlib

open Matrix
open scoped Kronecker

namespace SecondOrderSizeConsistency

noncomputable section

variable {m n : Type*} [DecidableEq m] [DecidableEq n]
```

A system has real zeroth-order levels \(e_k\), a reference state \(r\) and a perturbation matrix \(V\), written in an orthonormal basis of zeroth-order eigenstates. The reference is strictly lowest if \(e_r<e_k\) for all \(k\ne r\). Physically, it is a non-degenerate ground state of the zeroth-order problem.

```lean
/-- The reference `r` lies strictly below every other zeroth-order level. -/
def StrictlyLowest (e : n → ℝ) (r : n) : Prop := ∀ k, k ≠ r → e r < e k
```

Fragment A has levels \(a_i\), reference \(r\) and perturbation \(V_A\); fragment B has \(b_j\), \(s\) and \(V_B\). The pair lives on product states \((i,j)\), with levels \(a_i+b_j\) and reference \((r,s)\).

```lean
/-- Zeroth-order levels `a i + b j` of the product states of two fragments. -/
def pairLevel (a : m → ℝ) (b : n → ℝ) (p : m × n) : ℝ := a p.1 + b p.2
```

Its perturbation is \(W=V_A\otimes 1+1\otimes V_B\). There is no interaction term, and the product states are not antisymmetrised between the fragments.

```lean
/-- The perturbation `V_A ⊗ 1 + 1 ⊗ V_B` of two fragments that do not interact. -/
def pairPerturbation (VA : Matrix m m ℂ) (VB : Matrix n n ℂ) : Matrix (m × n) (m × n) ℂ :=
  VA ⊗ₖ (1 : Matrix n n ℂ) + (1 : Matrix m m ℂ) ⊗ₖ VB
```

For an energy \(E\) that equals no excited level, define
\[
S(e,V,r;E)=\sum_{k\ne r}\frac{|V_{kr}|^2}{E-e_k}.
\]

```lean
/-- The sum of `|V k r|² / (E - e k)` over the excited states `k`, for an energy `E` that
equals none of the excited levels. -/
def excitedSum [Fintype n] (e : n → ℝ) (V : Matrix n n ℂ) (r : n) (E : ℝ) : ℝ :=
  ∑ k, if k = r then 0 else ‖V k r‖ ^ 2 / (E - e k)
```

For Hermitian \(V\), the second-order Rayleigh–Schrödinger energy is this sum with \(E\) set to the reference level: \(E^{(2)}(e,V,r)=S(e,V,r;e_r)\). Second-order Brillouin–Wigner theory uses the same sum with the unknown total energy as \(E\), which must then solve \(E=e_r+V_{rr}+S(e,V,r;E)\).

```lean
/-- The second-order Rayleigh-Schrödinger energy of the reference `r`, for a reference level
that coincides with no excited level. -/
def rsEnergy [Fintype n] (e : n → ℝ) (V : Matrix n n ℂ) (r : n) : ℝ := excitedSum e V r (e r)
```

The first-order state \(\psi\) has \(\psi_r=0\) and satisfies, for every \(k\),
\[
(e_k-e_r)\,\psi_k=V_{rr}\,\delta_{kr}-V_{kr}.
\]

```lean
/-- The first-order equation `(H₀ - E₀) ψ = (E₁ - V) φ` in components, where `φ` is the
reference state, `E₁ = V r r`, and `ψ` has no component along `φ`. -/
def IsFirstOrder (e : n → ℝ) (V : Matrix n n ℂ) (r : n) (ψ : n → ℂ) : Prop :=
  ψ r = 0 ∧ ∀ k, ((e k : ℂ) - e r) * ψ k = V r r * (if k = r then 1 else 0) - V k r
```

## (a) Solving for the first-order amplitudes

**Task.** For a strictly lowest reference, show that the first-order equation has exactly one solution:
\[
\psi_r=0,\qquad \psi_k=\frac{V_{kr}}{e_r-e_k}\quad(k\ne r).
\]

**Solution.** For \(k=r\) the equation reads \(0=V_{rr}-V_{rr}\), so it leaves \(\psi_r\) free, and the condition \(\psi_r=0\) fixes it. For \(k\ne r\) it reads \((e_k-e_r)\psi_k=-V_{kr}\). Since \(e_k-e_r>0\), we may divide, which gives the stated amplitude and no other. Substituting it back satisfies the equation.

```lean
/-- The amplitudes `V k r / (e r - e k)` on the excited states, for a reference level that
coincides with no excited level. -/
def firstOrderState (e : n → ℝ) (V : Matrix n n ℂ) (r : n) (k : n) : ℂ :=
  if k = r then 0 else V k r / ((e r : ℂ) - e k)

/-- For a strictly lowest reference, the first-order equation has exactly one solution, given
by the perturbative amplitudes. -/
theorem isFirstOrder_iff {e : n → ℝ} {V : Matrix n n ℂ} {r : n} {ψ : n → ℂ}
    (hr : StrictlyLowest e r) : IsFirstOrder e V r ψ ↔ ψ = firstOrderState e V r := by
  have hne : ∀ k, k ≠ r → (e r : ℂ) - e k ≠ 0 := fun k hk =>
    sub_ne_zero.mpr (by exact_mod_cast (hr k hk).ne)
  constructor
  · rintro ⟨h0, h⟩
    funext k
    by_cases hk : k = r
    · simp [firstOrderState, hk, h0]
    · have h' := h k
      rw [if_neg hk] at h'
      rw [firstOrderState, if_neg hk, eq_div_iff (hne k hk)]
      linear_combination -h'
  · rintro rfl
    refine ⟨by simp [firstOrderState], fun k => ?_⟩
    by_cases hk : k = r
    · simp [hk]
    · have h' := div_mul_cancel₀ (V k r) (hne k hk)
      rw [firstOrderState, if_neg hk, if_neg hk]
      linear_combination -h'
```

The theorem is an equivalence, so it covers both existence and uniqueness. In the proof, `hne` supplies the non-zero denominator, the case split on `k = r` follows the solution above, and `linear_combination` does the rearrangement.

## (b) The energy from the first-order state

**Task.** For Hermitian \(V\) and a strictly lowest reference, show that
\[
\sum_k V_{rk}\,\psi_k=E^{(2)}(e,V,r).
\]

**Solution.** The left side is the second-order energy one gets by projecting the second-order equation onto the reference. The term \(k=r\) vanishes. For \(k\ne r\), part (a) and \(V_{rk}=\overline{V_{kr}}\) give
\[
V_{rk}\psi_k=\frac{\overline{V_{kr}}\,V_{kr}}{e_r-e_k}=\frac{|V_{kr}|^2}{e_r-e_k},
\]
and summing gives \(E^{(2)}\).

```lean
/-- For a Hermitian perturbation and a strictly lowest reference, the matrix element of `V`
between the reference and the first-order state is the second-order energy. -/
theorem energy_of_isFirstOrder [Fintype n] {e : n → ℝ} {V : Matrix n n ℂ} {r : n} {ψ : n → ℂ}
    (hr : StrictlyLowest e r) (hV : V.IsHermitian) (hψ : IsFirstOrder e V r ψ) :
    ∑ k, V r k * ψ k = (rsEnergy e V r : ℂ) := by
  rw [isFirstOrder_iff hr] at hψ
  subst hψ
  unfold rsEnergy excitedSum
  rw [Complex.ofReal_sum]
  refine Finset.sum_congr rfl fun k _ => ?_
  by_cases hk : k = r
  · simp [firstOrderState, hk]
  · -- hermiticity turns the product of couplings into a squared modulus
    have h : V r k * V k r = (‖V k r‖ : ℂ) ^ 2 := by
      rw [← hV.apply r k]
      exact Complex.conj_mul' _
    rw [firstOrderState, if_neg hk, if_neg hk, ← mul_div_assoc, h]
    push_cast
    rfl
```

The left side is a complex number and `rsEnergy` is real, so the equality also says that the matrix element is real. The proof substitutes the amplitudes from (a) and compares the sums term by term; `h` is the step that uses hermiticity. The expansion in powers of the perturbation is not itself formalised: the file starts from the first-order equation and this matrix element.

## (c) Matrix elements with a spectator

**Task.** Show that
\[
W_{(i,j),(k,l)}=(V_A)_{ik}\,\delta_{jl}+\delta_{ik}\,(V_B)_{jl}.
\]

**Solution.** A Kronecker product has elements \((X\otimes Y)_{(i,j),(k,l)}=X_{ik}Y_{jl}\). Put \(Y=1\) in the first term and \(X=1\) in the second. In each term the perturbation acts on one fragment while the other is a spectator.

```lean
/-- Matrix elements of the pair perturbation: one fragment is a spectator in each term. -/
theorem pairPerturbation_apply (VA : Matrix m m ℂ) (VB : Matrix n n ℂ) (i k : m) (j l : n) :
    pairPerturbation VA VB (i, j) (k, l) =
      VA i k * (if j = l then 1 else 0) + (if i = k then 1 else 0) * VB j l := by
  simp only [pairPerturbation, Matrix.add_apply, Matrix.kroneckerMap_apply, Matrix.one_apply]
```

## (d) Splitting the sum over product states

**Task.** Show that, for a common energy \(E\),
\[
S\big(a+b,W,(r,s);E\big)=S(a,V_A,r;E-b_s)+S(b,V_B,s;E-a_r).
\]

**Solution.** By (c), the coupling of \((i,j)\) to the reference is \((V_A)_{ir}\delta_{js}+\delta_{ir}(V_B)_{js}\). There are three kinds of excited product state.

- If \(i\ne r\) and \(j=s\), the term is \(|(V_A)_{ir}|^2/(E-b_s-a_i)\).
- If \(i=r\) and \(j\ne s\), the term is \(|(V_B)_{js}|^2/(E-a_r-b_j)\).
- If both fragments are excited, the coupling is zero.

The first group sums to the A part and the second to the B part.

```lean
/-- The sum over excited product states splits into two fragment sums, each taken at the total
energy minus the reference level of the other fragment. -/
theorem excitedSum_pair [Fintype m] [Fintype n]
    (a : m → ℝ) (b : n → ℝ) (VA : Matrix m m ℂ) (VB : Matrix n n ℂ)
    (r : m) (s : n) (E : ℝ) :
    excitedSum (pairLevel a b) (pairPerturbation VA VB) (r, s) E =
      excitedSum a VA r (E - b s) + excitedSum b VB s (E - a r) := by
  -- only states with exactly one excited fragment couple to the reference
  have key : ∀ p : m × n,
      (if p = (r, s) then (0 : ℝ)
        else ‖pairPerturbation VA VB p (r, s)‖ ^ 2 / (E - pairLevel a b p)) =
      (if p.2 = s then (if p.1 = r then 0 else ‖VA p.1 r‖ ^ 2 / (E - b s - a p.1)) else 0) +
      (if p.1 = r then (if p.2 = s then 0 else ‖VB p.2 s‖ ^ 2 / (E - a r - b p.2)) else 0) := by
    rintro ⟨i, j⟩
    rw [pairPerturbation_apply]
    by_cases hi : i = r <;> by_cases hj : j = s
    · simp [hi, hj]
    · simp [hi, hj, pairLevel, sub_sub]
    · simp [hi, hj, pairLevel, sub_sub, add_comm]
    · simp [hi, hj]
  unfold excitedSum
  rw [Finset.sum_congr rfl (fun p _ => key p), Finset.sum_add_distrib,
    Fintype.sum_prod_type, Fintype.sum_prod_type_right]
  simp
```

Here `key` is the case analysis for a single product state, with the reference itself as a fourth case. The remaining lines turn the sum over pairs into two nested sums and collapse the index of the spectator.

## (e) Combining the first-order states

**Task.** Let \(\psi^A\) and \(\psi^B\) solve the fragment equations. Show that
\[
\Psi_{(i,j)}=\psi^A_i\,\delta_{js}+\delta_{ir}\,\psi^B_j
\]
solves the first-order equation of the pair.

**Solution.** At \((r,s)\), \(\Psi=\psi^A_r+\psi^B_s=0\), and both sides of the equation vanish. At \((i,s)\) with \(i\ne r\), the level difference is \(a_i-a_r\), the amplitude is \(\psi^A_i\) and the coupling is \((V_A)_{ir}\), so the equation is that of fragment A. At \((r,j)\) with \(j\ne s\), it is that of fragment B. If both fragments are excited, amplitude and coupling are both zero.

```lean
/-- First-order states of the fragments, each multiplied by the reference of the other fragment
and added, give a first-order state of the pair. -/
theorem isFirstOrder_pair {a : m → ℝ} {b : n → ℝ} {VA : Matrix m m ℂ} {VB : Matrix n n ℂ}
    {r : m} {s : n} {ψA : m → ℂ} {ψB : n → ℂ}
    (hA : IsFirstOrder a VA r ψA) (hB : IsFirstOrder b VB s ψB) :
    IsFirstOrder (pairLevel a b) (pairPerturbation VA VB) (r, s)
      (fun p => ψA p.1 * (if p.2 = s then 1 else 0) + (if p.1 = r then 1 else 0) * ψB p.2) := by
  refine ⟨by simp [hA.1, hB.1], ?_⟩
  rintro ⟨i, j⟩
  have h1 := hA.2 i
  have h2 := hB.2 j
  rw [pairPerturbation_apply, pairPerturbation_apply]
  by_cases hi : i = r <;> by_cases hj : j = s
  · simp [hi, hj, hA.1, hB.1]
  · simp only [hi, hj, pairLevel, Prod.mk.injEq, and_false, if_true, if_false] at h2 ⊢
    push_cast
    linear_combination h2
  · simp only [hi, hj, pairLevel, Prod.mk.injEq, false_and, if_true, if_false] at h1 ⊢
    push_cast
    linear_combination h1
  · simp [hi, hj]
```

The four cases appear in the same way in the proof, and the fragment equations enter as `h1` and `h2`. No ordering of the levels is needed here.

## (f) The lowest product state

**Task.** For strictly lowest fragment references, show that
\[
a_r+b_s<a_i+b_j\qquad\text{for all }(i,j)\ne(r,s).
\]

**Solution.** If \(i\ne r\), then \(a_r<a_i\) and \(b_s\le b_j\); add the two. If \(i=r\), then \(j\ne s\), so \(b_s<b_j\), and adding \(a_r\) to both sides gives the claim.

```lean
/-- The product of two strictly lowest references is the strictly lowest product state. -/
theorem strictlyLowest_pair {a : m → ℝ} {b : n → ℝ} {r : m} {s : n}
    (hA : StrictlyLowest a r) (hB : StrictlyLowest b s) :
    StrictlyLowest (pairLevel a b) (r, s) := by
  rintro ⟨i, j⟩ h
  by_cases hi : i = r
  · have hj := hB j (fun hj => h (by rw [hi, hj]))
    simp only [pairLevel, hi]
    linarith
  · have h1 := hA i hi
    have h2 : b s ≤ b j := by
      by_cases hj : j = s
      · rw [hj]
      · exact (hB j hj).le
    simp only [pairLevel]
    linarith
```

## (g) Additivity at second order

**Task.** For strictly lowest references and Hermitian \(V_A,V_B\), show that
\[
E^{(2)}\big(a+b,W,(r,s)\big)=E^{(2)}(a,V_A,r)+E^{(2)}(b,V_B,s),
\]
and that every first-order state \(\Psi\) of the pair gives this same energy through \(\sum_p W_{(r,s),p}\Psi_p\).

**Solution.** Put \(E=a_r+b_s\) in (d). The shifted energies become \(E-b_s=a_r\) and \(E-a_r=b_s\), which are exactly the fragments' own reference levels. This gives the first equation. For the second, \(W\) is Hermitian because \((V_A\otimes1)^\dagger=V_A^\dagger\otimes1\), and likewise for B. The pair reference is strictly lowest by (f), so (b) applies to the pair.

```lean
/-- Size consistency at second order, for non-interacting fragments with strictly lowest references
and Hermitian perturbations: the Rayleigh-Schrödinger sum of the pair is the sum of the fragment
energies, and so is the energy obtained from any first-order state of the pair. -/
theorem secondOrder_size_consistent [Fintype m] [Fintype n] {a : m → ℝ} {b : n → ℝ}
    {VA : Matrix m m ℂ} {VB : Matrix n n ℂ} {r : m} {s : n}
    (hA : StrictlyLowest a r) (hB : StrictlyLowest b s)
    (hVA : VA.IsHermitian) (hVB : VB.IsHermitian) :
    rsEnergy (pairLevel a b) (pairPerturbation VA VB) (r, s) =
        rsEnergy a VA r + rsEnergy b VB s ∧
      ∀ Ψ, IsFirstOrder (pairLevel a b) (pairPerturbation VA VB) (r, s) Ψ →
        ∑ p, pairPerturbation VA VB (r, s) p * Ψ p =
          ((rsEnergy a VA r + rsEnergy b VB s : ℝ) : ℂ) := by
  have hsum : rsEnergy (pairLevel a b) (pairPerturbation VA VB) (r, s) =
      rsEnergy a VA r + rsEnergy b VB s := by
    -- the spectator's reference level cancels in each denominator
    have h1 : pairLevel a b (r, s) - b s = a r := by simp [pairLevel]
    have h2 : pairLevel a b (r, s) - a r = b s := by simp [pairLevel]
    unfold rsEnergy
    rw [excitedSum_pair, h1, h2]
  have hV : (pairPerturbation VA VB).IsHermitian := by
    unfold Matrix.IsHermitian pairPerturbation
    rw [Matrix.conjTranspose_add, Matrix.conjTranspose_kronecker,
      Matrix.conjTranspose_kronecker, hVA.eq, hVB.eq, Matrix.conjTranspose_one,
      Matrix.conjTranspose_one]
  refine ⟨hsum, fun Ψ hΨ => ?_⟩
  rw [energy_of_isFirstOrder (strictlyLowest_pair hA hB) hV hΨ, hsum]
```

In the proof, `h1` and `h2` are the two cancellations and `hV` is the hermiticity of \(W\). The second half speaks of any solution `Ψ`; parts (a), (e) and (f) show that there is exactly one and what it looks like. The lower orders add as well: the zeroth-order energy of the pair is \(a_r+b_s\), and by (c) its first-order energy is \(W_{(r,s),(r,s)}=(V_A)_{rr}+(V_B)_{ss}\). So the total energy through second order is additive.

For a small model, the sum can be coded as a loop over excited states that accumulates \(|V_{kr}|^2/(e_r-e_k)\). A useful test of such a code is to run the fragments separately, then the pair with the coupling between them switched off, and compare the energies to rounding error. The analogous test for an MP2 program places two molecules far apart, and it requires that the Hartree–Fock reference separates too.

## (h) Brillouin–Wigner energies that fail to add

**Task.** Take two identical two-level fragments with levels \(0\) and \(d>0\) and a real coupling \(v\ne0\); the diagonal elements of the perturbation are zero. Let \(\varepsilon\) be a self-consistent fragment energy, \(\varepsilon=v^2/(\varepsilon-d)\). Show that \(2\varepsilon\) does not solve the equation of the pair:
\[
2\varepsilon\ne\frac{2v^2}{2\varepsilon-d}.
\]

**Solution.** By (d) with \(a_r=b_s=0\), each fragment contributes \(v^2/(E-d)\) at the full pair energy \(E\), which gives the right side at \(E=2\varepsilon\). If equality held, then \(\varepsilon(2\varepsilon-d)=v^2\). The fragment equation says \(\varepsilon(\varepsilon-d)=v^2\). Subtracting gives \(\varepsilon^2=0\), hence \(v^2=0\), a contradiction.

The failure comes from the denominator: each fragment sees the energy of both, whereas in (g) the spectator's share cancels.

```lean
/-- Contrast with Brillouin-Wigner theory: for two identical two-level fragments with levels `0` and
`d > 0` and real coupling `v ≠ 0`, twice a self-consistent second-order fragment energy `ε` does not
solve the second-order equation of the pair. -/
theorem brillouinWigner_not_additive {d v ε : ℝ} (hd : 0 < d) (hv : v ≠ 0)
    (h : ε = excitedSum ![0, d] !![0, (v : ℂ); (v : ℂ), 0] 0 ε) :
    2 * ε ≠ excitedSum (pairLevel ![0, d] ![0, d])
      (pairPerturbation !![0, (v : ℂ); (v : ℂ), 0] !![0, (v : ℂ); (v : ℂ), 0]) (0, 0) (2 * ε) := by
  have f : ∀ E, excitedSum ![0, d] !![0, (v : ℂ); (v : ℂ), 0] 0 E = v ^ 2 / (E - d) := by
    intro E
    simp [excitedSum, Fin.sum_univ_two]
  have z : (![0, d] : Fin 2 → ℝ) 0 = 0 := rfl
  intro hE
  rw [excitedSum_pair] at hE
  simp only [f, z, sub_zero] at hE
  rw [f] at h
  have h1 : ε - d ≠ 0 := by
    intro h'
    rw [h', div_zero] at h
    linarith
  have h2 : 2 * ε - d ≠ 0 := by
    intro h'
    rw [h', div_zero, add_zero] at hE
    linarith
  have h3 : v ^ 2 / (2 * ε - d) = ε := by linarith
  rw [div_eq_iff h2] at h3
  rw [eq_div_iff h1] at h
  -- the two self-consistency conditions together force a vanishing energy
  have h4 : ε ^ 2 = 0 := by linear_combination -h - h3
  have h5 : ε = 0 := pow_eq_zero_iff two_ne_zero |>.1 h4
  rw [h5] at h
  have h6 : v ^ 2 = 0 := by linarith
  exact hv (pow_eq_zero_iff two_ne_zero |>.1 h6)

end

end SecondOrderSizeConsistency
```

The helper `f` evaluates the fragment sum, and `h4` is the subtraction. The steps `h1` and `h2` rule out vanishing denominators, which is necessary because Lean assigns division by zero the value zero.

```lean
#print axioms SecondOrderSizeConsistency.isFirstOrder_pair
#print axioms SecondOrderSizeConsistency.secondOrder_size_consistent
#print axioms SecondOrderSizeConsistency.brillouinWigner_not_additive
```

```
'SecondOrderSizeConsistency.isFirstOrder_pair' depends on axioms: [propext, Classical.choice, Quot.sound]
'SecondOrderSizeConsistency.secondOrder_size_consistent' depends on axioms: [propext, Classical.choice, Quot.sound]
'SecondOrderSizeConsistency.brillouinWigner_not_additive' depends on axioms: [propext, Classical.choice, Quot.sound]
```
